# Copper pulled along [110] expands along [1-10]: the transverse compliance of a cubic crystal

Put a uniaxial stress $t$ on a cubic crystal along the face diagonal $[110]$. On the cube axes $x,y,z$ the nonzero stress components are

$$\sigma_{xx}=\sigma_{yy}=\sigma_{xy}=\sigma_{yx}=\frac t2 .$$

Let $S_{11},S_{12},S_{44}$ be the compliance constants in Voigt notation, where $S_{44}$ relates the engineering shear strain $2\varepsilon_{xy}$ to $\sigma_{xy}$. The in-plane strains are then

$$\varepsilon_{xx}=\varepsilon_{yy}=\frac t2(S_{11}+S_{12}),\qquad \varepsilon_{xy}=\frac t4S_{44}.$$

The first two strains stretch both face diagonals equally when $t(S_{11}+S_{12})>0$. The shear lengthens one diagonal and shortens the other:

$$\varepsilon_{[110]}=\frac t4\bigl(2(S_{11}+S_{12})+S_{44}\bigr),\qquad
\varepsilon_{[1\bar10]}=\frac t4\bigl(2(S_{11}+S_{12})-S_{44}\bigr).$$

If the crystal is stiff enough in shear, so that $S_{44}<2(S_{11}+S_{12})$, a pull also lengthens the transverse diagonal. Provided that the crystal stretches along the pull, Poisson's ratio for this pair of directions is then negative. With the stiffness constants $C_{11},C_{12},C_{44}=168.4,\,121.4,\,75.4$ GPa taken as input for copper, it lies between $-0.14$ and $-0.13$.

## The transverse compliance for any orthonormal pair

Let $n$ be the unit vector along the pull and $m$ a unit vector perpendicular to it. Define the anisotropy $S_0=S_{11}-S_{12}-S_{44}/2$. Then

$$S_{mmnn}=S_{12}+S_0\sum_i n_i^2m_i^2,\qquad \nu(n,m)=-\frac{S_{mmnn}}{S_{nnnn}},$$

where $S_{mmnn}=\sum_{ijkl}S_{ijkl}m_im_jn_kn_l$ and $\nu$ is Poisson's ratio. Components $n_i,m_i$ are taken on the cube axes.

## Checking directional ratios computed from elastic constants

For a homogeneous cubic crystal in the linear regime, the identity, together with the longitudinal compliance $S_{nnnn}$ derived below, gives a closed form against which to test code that turns elastic constants, from electronic-structure or force-field calculations, into directional Poisson's ratios. Such code typically expands a Voigt matrix into a fourth-rank tensor and then rotates or contracts it.

The expansion treats shear differently for the two tensors: the compliance component is $S_{xyxy}=S_{44}/4$, while the stiffness component is $C_{xyxy}=C_{44}$. The copper case is sensitive to this factor. Using $S_{44}$ as the tensor component changes the ratio along $[1\bar10]$ from about $-0.136$ to about $+0.51$.

## From tensor components to the copper value

On the cube axes, a cubic compliance tensor has three kinds of nonzero component. For $i\ne j$ they are

$$S_{iiii}=S_{11},\qquad S_{iijj}=S_{12},\qquad S_{ijij}=S_{ijji}=S_{44}/4.$$

For arbitrary vectors $n$ and $m$, the contraction is therefore

$$S_{mmnn}=S_{11}\sum_i m_i^2n_i^2+S_{12}\sum_{i\ne j}m_i^2n_j^2+\frac{S_{44}}2\sum_{i\ne j}m_in_i\,m_jn_j .$$

Write $P=\sum_i n_i^2m_i^2$. Completing the two restricted sums gives

$$\sum_{i\ne j}m_i^2n_j^2=(m\cdot m)(n\cdot n)-P,\qquad
\sum_{i\ne j}m_in_i\,m_jn_j=(n\cdot m)^2-P,$$

and hence

$$S_{mmnn}=S_{12}(n\cdot n)(m\cdot m)+\frac{S_{44}}2(n\cdot m)^2+S_0P.$$

For orthonormal vectors this is the stated identity. Setting $m=n$ with $n\cdot n=1$ gives the longitudinal compliance

$$S_{nnnn}=S_{12}+\frac{S_{44}}2+S_0\sum_i n_i^4 .$$

Since $\sum_i n_i^4=1-2(n_x^2n_y^2+n_y^2n_z^2+n_z^2n_x^2)$, this is the same as

$$S_{nnnn}=S_{11}-2S_0(n_x^2n_y^2+n_y^2n_z^2+n_z^2n_x^2).$$

The link to strain comes from Hooke's law, $\varepsilon_{ij}=\sum_{kl}S_{ijkl}\sigma_{kl}$. With $\sigma_{kl}=t\,n_kn_l$,

$$\varepsilon_{mm}=\sum_{ij}\varepsilon_{ij}m_im_j=t\,S_{mmnn},\qquad \varepsilon_{nn}=t\,S_{nnnn}.$$

If $S_{nnnn}\ne0$, it follows that $\varepsilon_{mm}=-\nu\,\varepsilon_{nn}$.

For the face diagonals take $n=(r,r,0)$ and $m=(r,-r,0)$ with $r=1/\sqrt2$. Both $\sum_i n_i^2m_i^2$ and $\sum_i n_i^4$ equal $1/2$, so

$$S_{mmnn}=S_{12}+\frac{S_0}2=\frac{2(S_{11}+S_{12})-S_{44}}4,$$

$$S_{nnnn}=S_{12}+\frac{S_{44}}2+\frac{S_0}2=\frac{2(S_{11}+S_{12})+S_{44}}4.$$

When $S_{nnnn}>0$, the ratio is negative exactly when $S_{mmnn}>0$, which is the condition $S_{44}<2(S_{11}+S_{12})$.

For copper, $C_{11}-C_{12}=47$, $C_{11}+2C_{12}=411.2$ and $C_{11}+C_{12}=289.8$, all in GPa. The compliances in 1/GPa are

$$S_{11}=\frac{289.8}{47\cdot411.2},\qquad S_{12}=-\frac{121.4}{47\cdot411.2},\qquad S_{44}=\frac1{75.4}.$$

To check that they invert the stiffness, apply Hooke's law to a symmetric stress:

$$\varepsilon_{ii}=(S_{11}-S_{12})\sigma_{ii}+S_{12}\operatorname{tr}\sigma,\qquad \varepsilon_{ij}=\frac{S_{44}}2\sigma_{ij}\quad(i\ne j).$$

The stiffness returns $2C_{44}\varepsilon_{ij}=\sigma_{ij}$ off the diagonal. On the diagonal it returns $47\,\varepsilon_{ii}+121.4\operatorname{tr}\varepsilon$. Here $S_{11}-S_{12}=1/47$ and $\operatorname{tr}\varepsilon=(S_{11}+2S_{12})\operatorname{tr}\sigma=\operatorname{tr}\sigma/411.2$. The result is

$$\sigma_{ii}-\frac{121.4}{411.2}\operatorname{tr}\sigma+\frac{121.4}{411.2}\operatorname{tr}\sigma=\sigma_{ii}.$$

Inserting the compliances gives $S_{mmnn}\approx0.00104$ and $S_{nnnn}\approx0.00767$ in 1/GPa, hence $\nu\approx-0.136$. For the same pull with $m$ along $[001]$, the sum $\sum_i n_i^2m_i^2$ vanishes, so $\nu=-S_{12}/S_{nnnn}\approx0.819$. Under a pull, the crystal contracts strongly along this cube axis while it expands along $[1\bar10]$.

## The Lean file

```lean
import Mathlib

open Matrix

namespace CubicPoissonRatio

noncomputable section

/-- A fourth-rank tensor of cubic symmetry on the cube axes: `a` is the `1111` component,
`b` the `1122` component and `c` the `1212` component. -/
def cubicTensor (a b c : ℝ) (i j k l : Fin 3) : ℝ :=
  if i = j ∧ k = l then (if i = k then a else b)
  else if (i = k ∧ j = l) ∨ (i = l ∧ j = k) then c else 0

/-- The cubic compliance tensor with Voigt constants `S11`, `S12`, `S44`. -/
def compliance (S11 S12 S44 : ℝ) : Fin 3 → Fin 3 → Fin 3 → Fin 3 → ℝ :=
  cubicTensor S11 S12 (S44 / 4)

/-- The anisotropy `S0 = S11 - S12 - S44/2` of the cubic compliance. -/
def anisotropy (S11 S12 S44 : ℝ) : ℝ := S11 - S12 - S44 / 2

/-- The component `T_mmnn` of a fourth-rank tensor along directions `m` and `n`. -/
def component (T : Fin 3 → Fin 3 → Fin 3 → Fin 3 → ℝ) (m n : Fin 3 → ℝ) : ℝ :=
  ∑ i, ∑ j, ∑ k, ∑ l, T i j k l * m i * m j * n k * n l

/-- Hooke's law: the double contraction of an elastic tensor with a stress or strain. -/
def hooke (T : Fin 3 → Fin 3 → Fin 3 → Fin 3 → ℝ) (σ : Fin 3 → Fin 3 → ℝ)
    (i j : Fin 3) : ℝ :=
  ∑ k, ∑ l, T i j k l * σ k l

/-- The contraction `ε_mm = ∑ ε_ij m_i m_j`, which is the normal strain along `m` when `m` is a unit
vector. -/
def normalStrain (ε : Fin 3 → Fin 3 → ℝ) (m : Fin 3 → ℝ) : ℝ :=
  ∑ i, ∑ j, ε i j * m i * m j

/-- Poisson's ratio `-S_mmnn / S_nnnn` for a pull along `n` and a transverse direction `m`,
meaningful when `n` and `m` are orthonormal and `S_nnnn` is nonzero. -/
def poissonRatio (S : Fin 3 → Fin 3 → Fin 3 → Fin 3 → ℝ) (n m : Fin 3 → ℝ) : ℝ :=
  -component S m n / component S n n

/-- The cubic compliance contracted with two arbitrary vectors. -/
theorem component_compliance (S11 S12 S44 : ℝ) (n m : Fin 3 → ℝ) :
    component (compliance S11 S12 S44) m n =
      S12 * (n ⬝ᵥ n) * (m ⬝ᵥ m) + S44 / 2 * (n ⬝ᵥ m) ^ 2
        + anisotropy S11 S12 S44 * ∑ i, n i ^ 2 * m i ^ 2 := by
  simp [component, compliance, cubicTensor, anisotropy, dotProduct, Fin.sum_univ_three]
  ring

/-- For orthonormal `n` and `m`, the transverse compliance of a cubic crystal is
`S_mmnn = S12 + S0 ∑ n_i² m_i²`. -/
theorem transverse_compliance (S11 S12 S44 : ℝ) {n m : Fin 3 → ℝ}
    (hn : n ⬝ᵥ n = 1) (hm : m ⬝ᵥ m = 1) (hnm : n ⬝ᵥ m = 0) :
    component (compliance S11 S12 S44) m n =
      S12 + anisotropy S11 S12 S44 * ∑ i, n i ^ 2 * m i ^ 2 := by
  rw [component_compliance, hn, hm, hnm]
  ring

/-- The stress with components `t n_k n_l` produces a strain with `ε_mm = t S_mmnn`. -/
theorem uniaxial_strain (S : Fin 3 → Fin 3 → Fin 3 → Fin 3 → ℝ) (n m : Fin 3 → ℝ) (t : ℝ) :
    normalStrain (hooke S fun k l => t * n k * n l) m = t * component S m n := by
  simp only [normalStrain, hooke, component, Finset.mul_sum, Finset.sum_mul]
  refine Finset.sum_congr rfl fun i _ => Finset.sum_congr rfl fun j _ =>
    Finset.sum_congr rfl fun k _ => Finset.sum_congr rfl fun l _ => ?_
  ring

/-- If `S_nnnn` is nonzero, the stress with components `t n_k n_l` produces a strain with `ε_mm = -ν
ε_nn`, where `ν` is `poissonRatio S n m`. -/
theorem strain_eq_neg_poissonRatio_mul (S : Fin 3 → Fin 3 → Fin 3 → Fin 3 → ℝ)
    (n m : Fin 3 → ℝ) (t : ℝ) (h : component S n n ≠ 0) :
    normalStrain (hooke S fun k l => t * n k * n l) m =
      -poissonRatio S n m * normalStrain (hooke S fun k l => t * n k * n l) n := by
  rw [uniaxial_strain, uniaxial_strain, poissonRatio]
  field_simp

/-- The number `1/√2`. -/
def r : ℝ := 1 / √2

/-- The unit vector along `[110]`. -/
def d110 : Fin 3 → ℝ := ![r, r, 0]

/-- The unit vector along `[1-10]`. -/
def d1m10 : Fin 3 → ℝ := ![r, -r, 0]

/-- The unit vector along `[001]`. -/
def d001 : Fin 3 → ℝ := ![0, 0, 1]

lemma r_sq : r ^ 2 = 1 / 2 := by
  rw [r, div_pow, Real.sq_sqrt (by norm_num)]
  norm_num

lemma d110_unit : d110 ⬝ᵥ d110 = 1 := by
  rw [dotProduct, Fin.sum_univ_three]
  change r * r + r * r + 0 * 0 = 1
  linear_combination 2 * r_sq

/-- For `n` along `[110]` and `m` along `[1-10]`, the compliances are
`S_mmnn = (2(S11 + S12) - S44)/4` and `S_nnnn = (2(S11 + S12) + S44)/4`. -/
theorem face_diagonal_components (S11 S12 S44 : ℝ) :
    component (compliance S11 S12 S44) d1m10 d110 = (2 * (S11 + S12) - S44) / 4 ∧
    component (compliance S11 S12 S44) d110 d110 = (2 * (S11 + S12) + S44) / 4 := by
  have hm : d1m10 ⬝ᵥ d1m10 = 1 := by
    rw [dotProduct, Fin.sum_univ_three]
    change r * r + -r * -r + 0 * 0 = 1
    linear_combination 2 * r_sq
  have hnm : d110 ⬝ᵥ d1m10 = 0 := by
    rw [dotProduct, Fin.sum_univ_three]
    change r * r + r * -r + 0 * 0 = 0
    ring
  -- in both cases the sum of products of squared direction cosines is 1/2
  have h1 : ∑ i, d110 i ^ 2 * d1m10 i ^ 2 = 1 / 2 := by
    rw [Fin.sum_univ_three]
    change r ^ 2 * r ^ 2 + r ^ 2 * (-r) ^ 2 + 0 ^ 2 * 0 ^ 2 = 1 / 2
    linear_combination 2 * (r ^ 2 + 1 / 2) * r_sq
  have h2 : ∑ i, d110 i ^ 2 * d110 i ^ 2 = 1 / 2 := by
    rw [Fin.sum_univ_three]
    change r ^ 2 * r ^ 2 + r ^ 2 * r ^ 2 + 0 ^ 2 * 0 ^ 2 = 1 / 2
    linear_combination 2 * (r ^ 2 + 1 / 2) * r_sq
  constructor
  · rw [transverse_compliance _ _ _ d110_unit hm hnm, h1, anisotropy]
    ring
  · rw [component_compliance, d110_unit, h2, anisotropy]
    ring

/-- If `S_nnnn` is positive along `[110]`, Poisson's ratio for a pull along `[110]` and
the transverse direction `[1-10]` is negative exactly when `S44 < 2(S11 + S12)`. -/
theorem poissonRatio_neg_iff (S11 S12 S44 : ℝ)
    (h : 0 < component (compliance S11 S12 S44) d110 d110) :
    poissonRatio (compliance S11 S12 S44) d110 d1m10 < 0 ↔ S44 < 2 * (S11 + S12) := by
  rw [poissonRatio, div_lt_iff₀ h, (face_diagonal_components S11 S12 S44).1, zero_mul]
  constructor <;> intro h' <;> linarith

/-- The stiffness tensor used for copper, with the input values `C11, C12, C44 = 168.4, 121.4, 75.4`
in GPa. -/
def copperStiffness : Fin 3 → Fin 3 → Fin 3 → Fin 3 → ℝ := cubicTensor 168.4 121.4 75.4

/-- The compliance tensor of copper, in 1/GPa. -/
def copperCompliance : Fin 3 → Fin 3 → Fin 3 → Fin 3 → ℝ :=
  compliance (289.8 / (47 * 411.2)) (-121.4 / (47 * 411.2)) (1 / 75.4)

/-- Hooke's law for a cubic tensor acting on a symmetric stress or strain. -/
lemma hooke_cubic (a b c : ℝ) {σ : Fin 3 → Fin 3 → ℝ} (hσ : ∀ i j, σ i j = σ j i)
    (i j : Fin 3) : hooke (cubicTensor a b c) σ i j =
      if i = j then (a - b) * σ i i + b * ∑ k, σ k k else 2 * c * σ i j := by
  have h10 := hσ 1 0
  have h20 := hσ 2 0
  have h21 := hσ 2 1
  fin_cases i <;> fin_cases j <;>
    simp [hooke, cubicTensor, Fin.sum_univ_three, h10, h20, h21] <;> ring

/-- The strain that copper's compliance assigns to a symmetric stress gives back that stress
under copper's stiffness. -/
theorem copper_stiffness_compliance {σ : Fin 3 → Fin 3 → ℝ} (hσ : ∀ i j, σ i j = σ j i)
    (i j : Fin 3) : hooke copperStiffness (hooke copperCompliance σ) i j = σ i j := by
  unfold copperStiffness copperCompliance compliance
  -- the strain is symmetric, so the cubic form of Hooke's law applies twice
  rw [hooke_cubic _ _ _ (fun k l => by
    rw [hooke_cubic _ _ _ hσ k l, hooke_cubic _ _ _ hσ l k]
    by_cases h : k = l
    · subst h; rfl
    · rw [if_neg h, if_neg (Ne.symm h), hσ k l]) i j]
  by_cases h : i = j
  · subst h
    simp only [hooke_cubic _ _ _ hσ, if_true, Fin.sum_univ_three]
    ring
  · simp only [hooke_cubic _ _ _ hσ, if_neg h]
    ring

/-- For copper pulled along `[110]`, Poisson's ratio along `[1-10]` lies between
`-0.14` and `-0.13`. -/
theorem copper_poissonRatio :
    poissonRatio copperCompliance d110 d1m10 ∈ Set.Ioo (-0.14 : ℝ) (-0.13) := by
  rw [poissonRatio, copperCompliance, (face_diagonal_components _ _ _).1,
    (face_diagonal_components _ _ _).2]
  constructor <;> norm_num

/-- For copper pulled along `[110]`, Poisson's ratio along `[001]` lies between
`0.81` and `0.82`. -/
theorem copper_poissonRatio_cube_axis :
    poissonRatio copperCompliance d110 d001 ∈ Set.Ioo (0.81 : ℝ) 0.82 := by
  have hm : d001 ⬝ᵥ d001 = 1 := by simp [d001, dotProduct, Fin.sum_univ_three]
  have hnm : d110 ⬝ᵥ d001 = 0 := by simp [d110, d001, dotProduct, Fin.sum_univ_three]
  have hs : ∑ i, d110 i ^ 2 * d001 i ^ 2 = 0 := by
    simp [d110, d001, Fin.sum_univ_three]
  rw [poissonRatio, copperCompliance, transverse_compliance _ _ _ d110_unit hm hnm, hs,
    (face_diagonal_components _ _ _).2]
  constructor <;> norm_num

end

end CubicPoissonRatio
```

```lean
#print axioms CubicPoissonRatio.transverse_compliance
-- 'CubicPoissonRatio.transverse_compliance' depends on axioms: [propext, Classical.choice, Quot.sound]
#print axioms CubicPoissonRatio.poissonRatio_neg_iff
-- 'CubicPoissonRatio.poissonRatio_neg_iff' depends on axioms: [propext, Classical.choice, Quot.sound]
#print axioms CubicPoissonRatio.copper_poissonRatio
-- 'CubicPoissonRatio.copper_poissonRatio' depends on axioms: [propext, Classical.choice, Quot.sound]
#print axioms CubicPoissonRatio.copper_poissonRatio_cube_axis
-- 'CubicPoissonRatio.copper_poissonRatio_cube_axis' depends on axioms: [propext, Classical.choice, Quot.sound]
```

## Tensors, directions and the constants taken as input

The type `Fin 3 → ℝ` holds a vector on the cube axes, and Lean's indices 0, 1, 2 stand for $x,y,z$. The component called `1111` in a comment is thus the entry with all four Lean indices equal to 0. `cubicTensor a b c` fills in a cubic fourth-rank tensor from its three independent components. `compliance` passes it `S44 / 4`, whereas `copperStiffness` passes $C_{44}$ unchanged.

The argument order matters when the statements are compared with code. `component T m n` is $T_{mmnn}$, but `poissonRatio S n m` takes the pull direction first and the transverse direction second. `hooke` is the double contraction for either tensor, and `normalStrain` projects a strain on a direction.

`transverse_compliance` states the identity for all real constants and all orthonormal pairs. `uniaxial_strain` and `strain_eq_neg_poissonRatio_mul` hold for any fourth-rank tensor, cubic or otherwise, and for vectors of any length; $t$ is the stress and the projections are normal strains when the vectors are unit vectors. The second theorem assumes $S_{nnnn}\ne0$, meaning that the crystal responds along the pull.

`poissonRatio_neg_iff` assumes $S_{nnnn}>0$ along $[110]$: a tensile stress stretches the crystal in its own direction, as it does in a mechanically stable material. This is a hypothesis on the three constants, not a consequence drawn from stability conditions.

For copper, `copper_stiffness_compliance` confirms that the explicit compliances undo the stiffness on every symmetric stress. The two final theorems place the ratios in open intervals, written `Set.Ioo`: $(-0.14,-0.13)$ along $[1\bar10]$ and $(0.81,0.82)$ along $[001]$. The decimals are treated as exact real numbers, so the intervals contain no allowance for uncertainty in the elastic constants. Finite strain, temperature dependence, defects and polycrystalline averaging are absent from the model, and floating-point error in a simulation code needs its own assessment.

## How the proofs follow the algebra

`component_compliance` expands the sums over three axes with `simp`, and `ring` verifies the resulting polynomial identity. This replaces the completion of restricted sums in the derivation. `transverse_compliance` then substitutes the three orthonormality conditions.

In `uniaxial_strain`, the factors are moved inside the sums and the summands are compared one by one with `Finset.sum_congr`. The ratio theorem uses this result for both directions, and `field_simp` cancels the nonzero denominator.

`r_sq` supplies $r^2=1/2$. In `face_diagonal_components`, the facts `hm` and `hnm` establish that $m$ has unit length and is perpendicular to $n$, while `h1` and `h2` evaluate the two sums as $1/2$. For these sums, `linear_combination` uses the factorisation $2r^4-1/2=2(r^2+1/2)(r^2-1/2)$. The sign criterion follows by multiplying the inequality by the positive denominator, through `div_lt_iff₀`, and finishing with linear arithmetic.

`hooke_cubic` checks the diagonal and off-diagonal forms of Hooke's law in all nine index cases. The copper inverse uses it on the stress to show that the strain is symmetric, which allows the outer contraction with the stiffness to be rewritten. After a split on `i = j`, the strain is expanded as well, leaving the two calculations made above. For the copper ratios, the proofs substitute the closed forms of the compliances, and `norm_num` verifies each bound by rational arithmetic.
